# For a two-level Hamiltonian (h + sk)·σ with h × k ≠ 0, the lowest level bends most sharply where the gap is narrowest

Here $h$ and $k$ are fixed real 3-vectors, $s$ is a real parameter, $\sigma$ stands for the three Pauli matrices, and the bending of a level is measured by its second derivative in $s$. The lowest level is defined as the infimum of a set of real numbers: those $e$ for which the Hamiltonian has a nonzero eigenvector with eigenvalue $e$. Restricting to real $e$ loses nothing, because the matrix is Hermitian. That the infimum is itself an eigenvalue is proved in part (e).

```lean
import Mathlib

open Matrix Filter Topology

namespace PauliLevelCurvature

noncomputable section
```

A field is a real 3-vector $v=(v_0,v_1,v_2)$, in units of energy. Its length is defined through the dot product, $|v|=\sqrt{v\cdot v}$, because the norm that Mathlib attaches to the type `Fin 3 → ℝ` is the largest component in absolute value.

```lean
/-- The Euclidean length of a real 3-vector. -/
def len (v : Fin 3 → ℝ) : ℝ := √(v ⬝ᵥ v)
```

The Hamiltonian is $v\cdot\sigma=v_0\sigma_x+v_1\sigma_y+v_2\sigma_z$, written out with the explicit Pauli matrices.

```lean
/-- The two-level Hamiltonian `v · σ`, with `σ` the three Pauli matrices. -/
def spinHamiltonian (v : Fin 3 → ℝ) : Matrix (Fin 2) (Fin 2) ℂ :=
  (v 0 : ℂ) • !![0, 1; 1, 0] + (v 1 : ℂ) • !![0, -Complex.I; Complex.I, 0]
    + (v 2 : ℂ) • !![1, 0; 0, -1]
```

Its levels, its ground energy and its gap (highest level minus lowest) follow.

```lean
/-- The energy levels of `v · σ`: the real numbers that have a nonzero eigenvector. -/
def levels (v : Fin 3 → ℝ) : Set ℝ :=
  {e | ∃ ψ : Fin 2 → ℂ, ψ ≠ 0 ∧ spinHamiltonian v *ᵥ ψ = (e : ℂ) • ψ}

/-- The lowest energy level of `v · σ`. -/
def groundEnergy (v : Fin 3 → ℝ) : ℝ := sInf (levels v)

/-- The distance between the highest and the lowest level of `v · σ`. -/
def levelGap (v : Fin 3 → ℝ) : ℝ := sSup (levels v) - sInf (levels v)
```

Fix real vectors $h$ and $k$, and let the field move along the line $B(s)=h+sk$. Write $E(s)$ for the lowest level at $B(s)$ and $\Delta(s)$ for the gap there.

```lean
/-- The lowest level along the line of fields `h + s k`, as a function of `s`. -/
def lowestLevel (h k : Fin 3 → ℝ) (s : ℝ) : ℝ := groundEnergy (h + s • k)
```

In quantum mechanics, $E(s)$ is the lower branch of an avoided crossing when $h\times k\neq0$, for a single isolated two-level system whose Hamiltonian is linear in one parameter and has zero trace. Adding $a+bs$ times the identity, with $a$ and $b$ real constants, shifts both levels by $a+bs$, which changes neither the gap nor the second derivative. Larger matrices and nonlinear parameter dependence are not treated.

## (a) The sign of a vector dotted with itself

Show that $v\cdot v\ge 0$.

**Solution.** We have $v\cdot v=v_0^2+v_1^2+v_2^2$, a sum of squares of real numbers. Lean expands the sum and adds the three inequalities.

```lean
lemma dot_self_nonneg (v : Fin 3 → ℝ) : 0 ≤ v ⬝ᵥ v := by
  simp only [dotProduct, Fin.sum_univ_three]
  linarith [mul_self_nonneg (v 0), mul_self_nonneg (v 1), mul_self_nonneg (v 2)]
```

## (b) The square of the length

Show that $|v|^2=v\cdot v$.

**Solution.** By (a) the number under the root is nonnegative, so squaring the root returns it.

```lean
lemma len_sq (v : Fin 3 → ℝ) : len v ^ 2 = v ⬝ᵥ v := Real.sq_sqrt (dot_self_nonneg v)
```

## (c) Nonzero fields have positive length

Show that $v\neq0$ implies $|v|>0$.

**Solution.** If $v\cdot v=0$, each of the three squares vanishes and $v=0$. So for $v\ne0$ the nonnegative number $v\cdot v$ is positive, and so is its root.

```lean
lemma len_pos {v : Fin 3 → ℝ} (hv : v ≠ 0) : 0 < len v :=
  Real.sqrt_pos.mpr (lt_of_le_of_ne (dot_self_nonneg v)
    (Ne.symm (mt dotProduct_self_eq_zero.mp hv)))
```

## (d) The characteristic equation

Show that a real number $e$ is a level of $v\cdot\sigma$ exactly when
$$e^2=v\cdot v.$$

**Solution.** The matrix is
$$v\cdot\sigma=\begin{pmatrix}v_2&v_0-iv_1\\v_0+iv_1&-v_2\end{pmatrix}.$$
A nonzero $\psi$ with $(v\cdot\sigma-e)\psi=0$ exists exactly when the determinant vanishes, and
$$\det(v\cdot\sigma-e)=(v_2-e)(-v_2-e)-(v_0-iv_1)(v_0+iv_1)=e^2-v_2^2-v_0^2-v_1^2.$$

In the proof, `hdet` is this determinant, with $i^2=-1$ supplied by `Complex.I_sq`, and `h1` is the equivalence between an eigenvector and a vanishing determinant.

```lean
/-- A real number is a level of `v · σ` exactly when its square is `v · v`. -/
theorem mem_levels_iff (v : Fin 3 → ℝ) (e : ℝ) : e ∈ levels v ↔ e ^ 2 = v ⬝ᵥ v := by
  -- the characteristic determinant
  have hdet : (spinHamiltonian v - (e : ℂ) • (1 : Matrix (Fin 2) (Fin 2) ℂ)).det
      = ((e ^ 2 - v ⬝ᵥ v : ℝ) : ℂ) := by
    simp [Matrix.det_fin_two, spinHamiltonian, dotProduct, Fin.sum_univ_three]
    linear_combination (v 1 : ℂ) ^ 2 * Complex.I_sq
  have h1 : e ∈ levels v ↔
      (spinHamiltonian v - (e : ℂ) • (1 : Matrix (Fin 2) (Fin 2) ℂ)).det = 0 := by
    rw [← Matrix.exists_mulVec_eq_zero_iff]
    simp only [levels, Set.mem_ofPred_eq, Matrix.sub_mulVec, Matrix.smul_mulVec,
      Matrix.one_mulVec, sub_eq_zero]
  rw [h1, hdet, Complex.ofReal_eq_zero, sub_eq_zero]
```

## (e) Ground energy and gap

Show that the lowest level is attained, that it equals $-|v|$, and that the gap is $2|v|$.

**Solution.** By (b) and (d), the levels are the solutions of $e^2=|v|^2$. Each satisfies $-|v|\le e\le|v|$, and both ends are solutions. The infimum is therefore the minimum $-|v|$, the supremum is the maximum $|v|$, and their difference is $2|v|$. At $v=0$ the two levels merge at zero and the gap closes.

`IsLeast` says that a number belongs to the set and bounds it from below. The steps `hlow` and `hhigh` establish the two ends.

```lean
/-- The lowest level of `v · σ` is attained and equals `-|v|`; the gap is `2|v|`. -/
theorem ground_and_gap (v : Fin 3 → ℝ) :
    IsLeast (levels v) (groundEnergy v) ∧ groundEnergy v = -len v ∧
      levelGap v = 2 * len v := by
  have h0 : 0 ≤ len v := Real.sqrt_nonneg _
  have hlow : IsLeast (levels v) (-len v) := by
    refine ⟨(mem_levels_iff v _).mpr (by rw [neg_sq, len_sq]), fun e he => ?_⟩
    have h2 := (mem_levels_iff v e).mp he
    rw [← len_sq] at h2
    exact (abs_le_of_sq_le_sq' h2.le h0).1
  have hhigh : IsGreatest (levels v) (len v) := by
    refine ⟨(mem_levels_iff v _).mpr (len_sq v), fun e he => ?_⟩
    have h2 := (mem_levels_iff v e).mp he
    rw [← len_sq] at h2
    exact (abs_le_of_sq_le_sq' h2.le h0).2
  have hE : groundEnergy v = -len v := hlow.csInf_eq
  refine ⟨hE ▸ hlow, hE, ?_⟩
  unfold levelGap
  rw [hhigh.csSup_eq, hlow.csInf_eq]
  ring
```

## (f) Lagrange's identity along the line

Show that for every $s$
$$|h\times k|^2=|B(s)|^2\,(k\cdot k)-(B(s)\cdot k)^2.$$

**Solution.** Since $k\times k=0$, we have $B(s)\times k=h\times k$. For any vectors $a,b$,
$$|a\times b|^2=\sum_{i<j}(a_ib_j-a_jb_i)^2=\sum_{i\ne j}a_i^2b_j^2-\sum_{i\neq j}a_ib_ia_jb_j.$$
Adding $\sum_i a_i^2b_i^2$ to both sums leaves the difference unchanged and turns it into $(a\cdot a)(b\cdot b)-(a\cdot b)^2$. Put $a=B(s)$ and $b=k$.

Lean writes both sides in components and lets `ring` compare the polynomials.

```lean
/-- For every `s`, `|h × k|²` equals `|h + s k|² (k · k) - ((h + s k) · k)²`. -/
theorem cross_sq (h k : Fin 3 → ℝ) (s : ℝ) :
    len (h ⨯₃ k) ^ 2 = len (h + s • k) ^ 2 * (k ⬝ᵥ k) - ((h + s • k) ⬝ᵥ k) ^ 2 := by
  rw [len_sq, len_sq, cross_apply]
  simp [dotProduct, Fin.sum_univ_three]
  ring
```

## (g) How fast the length changes

Show that, where $B(s)\ne0$,
$$\frac{d}{ds}|B(s)|=\frac{B(s)\cdot k}{|B(s)|}.$$

**Solution.** Expand the square:
$$B(s)\cdot B(s)=h\cdot h+2(h\cdot k)s+(k\cdot k)s^2.$$
Its derivative is $2(h\cdot k)+2s(k\cdot k)=2B(s)\cdot k$. The square root is differentiable at positive arguments, so the chain rule gives $2B(s)\cdot k/(2|B(s)|)$, and the factor 2 cancels.

In Lean, `HasDerivAt f a s` says that $f$ is differentiable at $s$ with derivative $a$. The step `e` is the expansion, `hq` its derivative, and `hq.sqrt` the chain rule.

```lean
lemma hasDerivAt_len (h k : Fin 3 → ℝ) (s : ℝ) (hs : h + s • k ≠ 0) :
    HasDerivAt (fun t : ℝ => len (h + t • k))
      (((h + s • k) ⬝ᵥ k) / len (h + s • k)) s := by
  have e : (fun t : ℝ => (h + t • k) ⬝ᵥ (h + t • k))
      = fun t => (h ⬝ᵥ h + 2 * (h ⬝ᵥ k) * t) + (k ⬝ᵥ k) * (t * t) := by
    funext t
    simp only [dotProduct, Fin.sum_univ_three, Pi.add_apply, Pi.smul_apply, smul_eq_mul]
    ring
  have hq : HasDerivAt (fun t : ℝ => (h + t • k) ⬝ᵥ (h + t • k))
      (2 * ((h + s • k) ⬝ᵥ k)) s := by
    rw [e]
    refine ((((hasDerivAt_id' s).const_mul (2 * (h ⬝ᵥ k))).const_add (h ⬝ᵥ h)).fun_add
      (((hasDerivAt_id' s).fun_mul (hasDerivAt_id' s)).const_mul (k ⬝ᵥ k))).congr_deriv ?_
    simp only [dotProduct, Fin.sum_univ_three, Pi.add_apply, Pi.smul_apply, smul_eq_mul]
    ring
  exact (hq.sqrt (mt dotProduct_self_eq_zero.mp hs)).congr_deriv
    (mul_div_mul_left _ _ two_ne_zero)
```

## (h) The slope of the lowest level

Show that, where $B(s)\neq0$,
$$E'(s)=-\frac{B(s)\cdot k}{|B(s)|}.$$

**Solution.** By (e), $E(s)=-|B(s)|$ for every $s$. Differentiate with (g). The slope is minus the component of $k$ along the field.

```lean
/-- Where the field is nonzero, the slope of the lowest level is minus the component of `k`
along the field direction. -/
theorem lowestLevel_slope (h k : Fin 3 → ℝ) (s : ℝ) (hs : h + s • k ≠ 0) :
    HasDerivAt (lowestLevel h k) (-(((h + s • k) ⬝ᵥ k) / len (h + s • k))) s := by
  have e : lowestLevel h k = fun t => -len (h + t • k) :=
    funext fun t => (ground_and_gap (h + t • k)).2.1
  rw [e]
  exact (hasDerivAt_len h k s hs).fun_neg
```

## (i) The curvature

Show that, where $B(s)\ne0$,
$$E''(s)=-\frac{|h\times k|^2}{|B(s)|^3}.$$
The condition $B(s)\neq0$ means that the two levels are distinct at $s$.

**Solution.** The length is continuous, so the field stays nonzero near $s$ and the slope formula holds in a whole neighbourhood, where it may be differentiated. Write $L=|B(s)|$, $N=B(s)\cdot k$ and $K=k\cdot k$. Then $L'=N/L$ by (g). Since $N=h\cdot k+sK$, also $N'=K$. The quotient rule gives
$$E''=-\frac{KL-N\,(N/L)}{L^2}=-\frac{L^2K-N^2}{L^3},$$
and by (f) the numerator $L^2K-N^2$ is $|h\times k|^2$.

The step `hev` is the neighbourhood argument, `hN` is $N'=K$, and `alg` is the algebra in the display.

```lean
/-- Where the field is nonzero, the second derivative of the lowest level of `(h + s k) · σ`
is `-|h × k|² / |h + s k|³`. -/
theorem lowestLevel_curvature (h k : Fin 3 → ℝ) (s : ℝ) (hs : h + s • k ≠ 0) :
    HasDerivAt (deriv (lowestLevel h k))
      (-(len (h ⨯₃ k) ^ 2) / len (h + s • k) ^ 3) s := by
  have hL := hasDerivAt_len h k s hs
  have hne : len (h + s • k) ≠ 0 := (len_pos hs).ne'
  -- the slope formula holds in a whole neighbourhood of `s`
  have hev : deriv (lowestLevel h k) =ᶠ[𝓝 s]
      fun t => -(((h + t • k) ⬝ᵥ k) / len (h + t • k)) := by
    filter_upwards [hL.continuousAt.eventually_ne hne] with t ht
    refine (lowestLevel_slope h k t fun h0 => ht ?_).deriv
    rw [h0]
    simp [len]
  have hN : HasDerivAt (fun t : ℝ => (h + t • k) ⬝ᵥ k) (k ⬝ᵥ k) s := by
    have e : (fun t : ℝ => (h + t • k) ⬝ᵥ k) = fun t => h ⬝ᵥ k + t * (k ⬝ᵥ k) := by
      funext t
      rw [add_dotProduct, smul_dotProduct, smul_eq_mul]
    rw [e]
    exact (((hasDerivAt_id' s).mul_const (k ⬝ᵥ k)).const_add (h ⬝ᵥ k)).congr_deriv (one_mul _)
  have alg : ∀ L N K : ℝ, L ≠ 0 →
      -((K * L - N * (N / L)) / L ^ 2) = -(L ^ 2 * K - N ^ 2) / L ^ 3 := by
    intro L N K hL0
    field_simp
  refine ((hN.fun_div hL hne).fun_neg.congr_of_eventuallyEq hev).congr_deriv ?_
  rw [cross_sq h k s]
  exact alg _ _ _ hne
```

## (j) Comparing two points on the line

Let $h\times k\neq0$. Show that for all $s$ and $t$
$$E''(s)<E''(t)\iff\Delta(s)<\Delta(t).$$

**Solution.** If $B(r)$ were zero for some $r$, (f) would give $|h\times k|^2=0$. The line therefore misses the origin, the levels never meet, and (i) applies everywhere. With $C=|h\times k|^2>0$,
$$-\frac{C}{|B(s)|^3}<-\frac{C}{|B(t)|^3}\iff|B(s)|^3<|B(t)|^3\iff|B(s)|<|B(t)|,$$
and doubling the lengths gives the gaps. Both second derivatives are negative, so the smaller one is the sharper bend.

Without $h\times k\ne0$ the equivalence can fail. Take $h=0$, $k=(0,0,1)$, $s=1$, $t=2$: the gaps are 2 and 4, but both second derivatives are zero.

In the proof, `hnz` is the statement that the line misses the origin, and the chain of rewrites follows the display.

```lean
/-- If `h × k` is nonzero, the second derivative of the lowest level is more negative at `s`
than at `t` exactly when the gap is narrower at `s` than at `t`. -/
theorem curvature_lt_iff_gap_lt (h k : Fin 3 → ℝ) (hx : h ⨯₃ k ≠ 0) (s t : ℝ) :
    deriv (deriv (lowestLevel h k)) s < deriv (deriv (lowestLevel h k)) t ↔
      levelGap (h + s • k) < levelGap (h + t • k) := by
  have hC : 0 < len (h ⨯₃ k) ^ 2 := pow_pos (len_pos hx) 2
  -- the field never vanishes on the line
  have hnz : ∀ r : ℝ, h + r • k ≠ 0 := by
    intro r h0
    have h1 := cross_sq h k r
    rw [h0, len_sq 0, zero_dotProduct, zero_dotProduct] at h1
    linarith
  have ps := len_pos (hnz s)
  have pt := len_pos (hnz t)
  rw [(lowestLevel_curvature h k s (hnz s)).deriv, (lowestLevel_curvature h k t (hnz t)).deriv,
    (ground_and_gap _).2.2, (ground_and_gap _).2.2, neg_div, neg_div, neg_lt_neg_iff,
    div_lt_div_iff_of_pos_left hC (pow_pos pt 3) (pow_pos ps 3),
    pow_lt_pow_iff_left₀ ps.le pt.le (by norm_num)]
  constructor <;> intro h1 <;> linarith
```

## (k) The curvature at the narrowest gap

Let $B(s)\neq0$ and $B(s)\cdot k=0$. Show that $\Delta(s)\le\Delta(t)$ for every $t$, and that
$$E''(s)=-\frac{|k|^2}{|B(s)|}.$$

**Solution.** Since $B(t)=B(s)+(t-s)k$,
$$|B(t)|^2=|B(s)|^2+2(t-s)\,B(s)\cdot k+(t-s)^2|k|^2.$$
The middle term vanishes and the last is nonnegative, so $|B(t)|\ge|B(s)|$, and the gaps are ordered likewise. For the curvature, (f) now reads $|h\times k|^2=|B(s)|^2|k|^2$. Substitute this in (i) and cancel $|B(s)|^2$.

For $k\ne0$ the orthogonal point is $s=-(h\cdot k)/(k\cdot k)$. As a limiting case, take $h=(\delta,0,0)$ with $\delta>0$ and $k=(0,0,1)$. The narrowest gap is $2\delta$, at $s=0$, and $E''(0)=-1/\delta$, which diverges as the gap closes.

The two bullets of the proof are the two claims; `e` is the expansion of $|B(t)|^2$.

```lean
/-- Where the nonzero field `h + s k` is orthogonal to `k`, the gap is the narrowest on the line
and the second derivative of the lowest level is `-|k|² / |h + s k|`. -/
theorem curvature_at_narrowest_gap (h k : Fin 3 → ℝ) (s : ℝ) (hs : h + s • k ≠ 0)
    (horth : (h + s • k) ⬝ᵥ k = 0) :
    (∀ t : ℝ, levelGap (h + s • k) ≤ levelGap (h + t • k)) ∧
      HasDerivAt (deriv (lowestLevel h k)) (-(len k ^ 2) / len (h + s • k)) s := by
  constructor
  · intro t
    rw [(ground_and_gap _).2.2, (ground_and_gap _).2.2]
    -- Pythagoras along the line
    have e : (h + t • k) ⬝ᵥ (h + t • k) = (h + s • k) ⬝ᵥ (h + s • k)
        + 2 * (t - s) * ((h + s • k) ⬝ᵥ k) + (t - s) ^ 2 * (k ⬝ᵥ k) := by
      simp only [dotProduct, Fin.sum_univ_three, Pi.add_apply, Pi.smul_apply, smul_eq_mul]
      ring
    have hp := mul_nonneg (sq_nonneg (t - s)) (dot_self_nonneg k)
    have hle : len (h + s • k) ≤ len (h + t • k) :=
      Real.sqrt_le_sqrt (by rw [e, horth]; linarith)
    linarith
  · have alg : ∀ L K : ℝ, L ≠ 0 → -(L ^ 2 * K - 0 ^ 2) / L ^ 3 = -K / L := by
      intro L K hL0
      have h3 : -(L ^ 2 * K - 0 ^ 2) = L ^ 2 * (-K) := by ring
      have h4 : L ^ 3 = L ^ 2 * L := by ring
      rw [h3, h4, mul_div_mul_left _ _ (pow_ne_zero 2 hL0)]
    refine (lowestLevel_curvature h k s hs).congr_deriv ?_
    rw [cross_sq h k s, horth, len_sq k]
    exact alg _ _ (len_pos hs).ne'
```

## (l) A line through zero field

Let $B(s_0)=0$. Show that for every $s$
$$E(s)=-|s-s_0|\,|k|.$$

**Solution.** From $h=-s_0k$ we get $B(s)=(s-s_0)k$. Hence $B(s)\cdot B(s)=(s-s_0)^2(k\cdot k)$, whose root is $|s-s_0|\,|k|$, and (e) supplies the minus sign.

This shows what the condition $B(s)\ne0$ in (h) and (i) excludes. For $h=0$ and $k=(0,0,1)$ the lowest level is $E(s)=-|s|$, which has a kink at $s=0$ and so neither a slope nor a curvature there.

In Lean, `e` is the factorised field and `e2` its square.

```lean
/-- If the field vanishes at `s₀`, the lowest level along the line is `-|s - s₀| |k|`. -/
theorem lowestLevel_at_crossing (h k : Fin 3 → ℝ) (s₀ : ℝ) (h0 : h + s₀ • k = 0) (s : ℝ) :
    lowestLevel h k s = -(|s - s₀| * len k) := by
  have e : h + s • k = (s - s₀) • k := by
    rw [eq_neg_of_add_eq_zero_left h0]
    module
  have e2 : ((s - s₀) • k) ⬝ᵥ ((s - s₀) • k) = (s - s₀) ^ 2 * (k ⬝ᵥ k) := by
    rw [smul_dotProduct, dotProduct_smul, smul_eq_mul, smul_eq_mul]
    ring
  unfold lowestLevel
  rw [(ground_and_gap _).2.1, e]
  unfold len
  rw [e2, Real.sqrt_mul (sq_nonneg _), Real.sqrt_sq_eq_abs]

end

end PauliLevelCurvature
```

```lean
#print axioms PauliLevelCurvature.curvature_lt_iff_gap_lt
-- 'PauliLevelCurvature.curvature_lt_iff_gap_lt' depends on axioms: [propext, Classical.choice, Quot.sound]
#print axioms PauliLevelCurvature.curvature_at_narrowest_gap
-- 'PauliLevelCurvature.curvature_at_narrowest_gap' depends on axioms: [propext, Classical.choice, Quot.sound]
#print axioms PauliLevelCurvature.lowestLevel_at_crossing
-- 'PauliLevelCurvature.lowestLevel_at_crossing' depends on axioms: [propext, Classical.choice, Quot.sound]
```
